# A positive definite elastic stiffness gives a positive volume response to hydrostatic stress

In linear elasticity at small strain, with stress and strain written as six-component Voigt vectors, let $h=(1,1,1,0,0,0)$ be the unnormalised hydrostatic vector. The theorem states that $h\cdot h=3$, and that $h\cdot C^{-1}h>0$ for every real symmetric positive definite $6\times 6$ stiffness matrix $C$. The second quantity is the first-order relative volume change per unit of hydrostatic tension; for the normalised vector $h/\sqrt3$ the two values would be $1$ and $h\cdot C^{-1}h/3$. The attempt computes $h\cdot h$ by writing out the six-term sum, concludes that $h\neq 0$, since otherwise $0=3$, and then uses the positive definiteness of $C^{-1}$.

This version doesn't compile in Lean 4 with Mathlib:

```lean
import Mathlib

open Matrix

namespace VoigtReussBulk

noncomputable section

variable {n : Type*} [Fintype n] [DecidableEq n] {C : Matrix n n ℝ}

/-- The hydrostatic vector `(1,1,1,0,0,0)` in Voigt notation; to first order, its product with a
strain is the relative volume change. -/
def hydro : Fin 6 → ℝ := ![1, 1, 1, 0, 0, 0]

/-- The hydrostatic vector has squared length 3, and a positive definite stiffness has
positive hydrostatic compliance. -/
theorem hydro_facts : hydro ⬝ᵥ hydro = 3 ∧
    ∀ C : Matrix (Fin 6) (Fin 6) ℝ, C.PosDef → 0 < hydro ⬝ᵥ C⁻¹ *ᵥ hydro := by
  have h3 : hydro ⬝ᵥ hydro = 3 := by
    norm_num [hydro, dotProduct, Fin.sum_univ_six]
  refine ⟨h3, fun C hC => ?_⟩
  have hne : hydro ≠ 0 := by
    intro h
    rw [h, zero_dotProduct] at h3
    norm_num at h3
  simpa only [star_trivial] using hC.inv.dotProduct_mulVec_pos hne

end

end VoigtReussBulk
```

Messages:

```
Main.lean:19:34: error: unsolved goals
⊢ 2 + ![1, 1, 1, 0, 0, 0] 2 * ![1, 1, 1, 0, 0, 0] 2 + ![1, 1, 1, 0, 0, 0] 3 * ![1, 1, 1, 0, 0, 0] 3 +
        ![1, 1, 1, 0, 0, 0] 4 * ![1, 1, 1, 0, 0, 0] 4 +
      ![1, 1, 1, 0, 0, 0] 5 * ![1, 1, 1, 0, 0, 0] 5 =
    3
```

The mended proof, as a diff:

```diff
@@ -18,5 +18,6 @@
     ∀ C : Matrix (Fin 6) (Fin 6) ℝ, C.PosDef → 0 < hydro ⬝ᵥ C⁻¹ *ᵥ hydro := by
   have h3 : hydro ⬝ᵥ hydro = 3 := by
-    norm_num [hydro, dotProduct, Fin.sum_univ_six]
+    simp [hydro, dotProduct, Fin.sum_univ_six]
+    norm_num
   refine ⟨h3, fun C hC => ?_⟩
   have hne : hydro ≠ 0 := by
```

Diagnosis. The error is an unsolved goal in the computation of $h\cdot h=3$. `norm_num` unfolded the dot product into six terms and added the first two to get `2`, but left the vector entries at indices 2 to 5 unread, as in `![1, 1, 1, 0, 0, 0] 2`. Entries 0 and 1 have simp lemmas of their own, which `norm_num` uses. The later entries are read by a simplification procedure, a small program that `simp` runs by default and `norm_num` does not. With those entries still standing as function applications, `norm_num` could not finish the sum.

The repair gives the same list of definitions and lemmas to `simp`, which reads all six entries and removes the zero terms. What remains is an equation between plain real numerals, and the added `norm_num` proves it. Both changed lines are needed: the first reads the entries, the second does the remaining arithmetic. The statement and the rest of the proof are unchanged.
